# The quadratic energy on symmetric strains determines the elastic stiffness tensor

In linear elasticity the energy density of a strain e is half the double contraction e : C : e, where C is the stiffness tensor. The declaration `elastic_ext` says that if two real stiffness tensors in d dimensions give the same e : C : e for every symmetric strain, they are equal in every component. Both tensors are assumed to have the minor and major index symmetries, but no positivity is required. The attempt builds symmetric strains from matrices with a single unit entry, and expands the energy of a sum of two such strains to isolate the cross term, which is four times one component of the tensor.

The failing Lean file:

```lean
import Mathlib

open Matrix

namespace InversionRelaxation

noncomputable section

/-- Tensors with four Cartesian indices. -/
abbrev Tensor4 (d : ℕ) := Fin d → Fin d → Fin d → Fin d → ℝ

/-- The double contraction `e : C : f`, summed over pairs of indices. -/
def contract {d : ℕ} (C : Tensor4 d) (e f : Matrix (Fin d) (Fin d) ℝ) : ℝ :=
  ∑ p : Fin d × Fin d, ∑ q : Fin d × Fin d, C p.1 p.2 q.1 q.2 * e p.1 p.2 * f q.1 q.2

/-- The minor and major index symmetries of an elastic stiffness. -/
def IsElastic {d : ℕ} (C : Tensor4 d) : Prop :=
  (∀ i j l m, C i j l m = C j i l m) ∧ (∀ i j l m, C i j l m = C l m i j)

variable {B S : Type*} [Fintype B] {d : ℕ}

/-- Two elastic tensors that give the same energy for all symmetric strains are equal. -/
theorem elastic_ext {C D : Tensor4 d} (hC : IsElastic C) (hD : IsElastic D)
    (h : ∀ e : Matrix (Fin d) (Fin d) ℝ, e.IsSymm → contract C e e = contract D e e) :
    C = D := by
  have hl : ∀ (T : Tensor4 d) (e f g : Matrix (Fin d) (Fin d) ℝ),
      contract T (e + f) g = contract T e g + contract T f g := by
    intro T e f g
    simp only [contract, Matrix.add_apply, mul_add, add_mul, Finset.sum_add_distrib]
  have hr : ∀ (T : Tensor4 d) (e f g : Matrix (Fin d) (Fin d) ℝ),
      contract T g (e + f) = contract T g e + contract T g f := by
    intro T e f g
    simp only [contract, Matrix.add_apply, mul_add, Finset.sum_add_distrib]
  have hc : ∀ T : Tensor4 d, IsElastic T → ∀ e f, contract T e f = contract T f e := by
    intro T hT e f
    unfold contract
    rw [Finset.sum_comm]
    refine Finset.sum_congr rfl fun p _ => Finset.sum_congr rfl fun q _ => ?_
    rw [hT.2 q.1 q.2 p.1 p.2]
    ring
  -- unit strains pick out single components
  let U : Fin d → Fin d → Matrix (Fin d) (Fin d) ℝ :=
    fun i j => Matrix.of fun x y => if (x, y) = (i, j) then 1 else 0
  have hU : ∀ (T : Tensor4 d) i j l m, contract T (U i j) (U l m) = T i j l m := by
    intro T i j l m
    simp only [contract, U, Matrix.of_apply, Prod.mk.eta, mul_ite, mul_one, mul_zero,
      Finset.sum_ite_eq', Finset.mem_univ, if_true]
  have hS : ∀ i j, (U i j + U j i).IsSymm := by
    intro i j
    ext x y
    simp only [U, Matrix.transpose_apply, Matrix.add_apply, Matrix.of_apply, Prod.mk.injEq]
    rw [add_comm, and_comm (a := y = j), and_comm (a := y = i)]
  have h4 : ∀ T : Tensor4 d, IsElastic T → ∀ i j l m,
      contract T (U i j + U j i) (U l m + U m l) = 4 * T i j l m := by
    intro T hT i j l m
    simp only [hl, hr, hU]
    have h1 := hT.1 i j l m
    have h2 := hT.1 i j m l
    have h3 : T i j m l = T i j l m := by rw [hT.2 i j m l, hT.1 m l i j, hT.2 l m i j]
    linarith
  funext i j l m
  -- polarization
  have e1 := h _ ((hS i j).add (hS l m))
  have e2 := h _ (hS i j)
  have e3 := h _ (hS l m)
  rw [hl C, hr C, hr C, hl D, hr D, hr D, hc C hC (U l m + U m l) (U i j + U j i),
    hc D hD (U l m + U m l) (U i j + U j i), h4 C hC i j l m, h4 D hD i j l m] at e1
  linarith

end

end InversionRelaxation
```

The compiler's answer:

```
Main.lean:52:18: error: Tactic `rewrite` failed: motive is not type correct:
  fun _a =>
    ((if _a then 1 else 0) + if y = i ∧ x = j then 1 else 0) =
      (if x = i ∧ y = j then 1 else 0) + if x = j ∧ y = i then 1 else 0
Error: Application type mismatch: The argument
  instDecidableAnd
has type
  Decidable (y = j ∧ x = i)
but is expected to have type
  Decidable _a
in the application
  @ite ℝ _a instDecidableAnd

Explanation: The rewrite tactic rewrites an expression 'e' using an equality 'a = b' by the following process. First, it looks for all 'a' in 'e'. Second, it tries to abstract these occurrences of 'a' to create a function 'm := fun _a => ...', called the *motive*, with the property that 'm a' is definitionally equal to 'e'. Third, we observe that 'congrArg' implies that 'm a = m b', which can be used with lemmas such as 'Eq.mpr' to change the goal. However, if 'e' depends on specific properties of 'a', then the motive 'm' might not typecheck.

Possible solutions: use rewrite's 'occs' configuration option to limit which occurrences are rewritten, or use 'simp' or 'conv' mode, which have strategies for certain kinds of dependencies (these tactics can handle proofs and 'Decidable' instances whose types depend on the rewritten term, and 'simp' can apply user-defined '@[congr]' theorems as well).

d : ℕ
C D : Tensor4 d
hC : IsElastic C
hD : IsElastic D
h : ∀ (e : Matrix (Fin d) (Fin d) ℝ), e.IsSymm → contract C e e = contract D e e
hl : ∀ (T : Tensor4 d) (e f g : Matrix (Fin d) (Fin d) ℝ), contract T (e + f) g = contract T e g + contract T f g
hr : ∀ (T : Tensor4 d) (e f g : Matrix (Fin d) (Fin d) ℝ), contract T g (e + f) = contract T g e + contract T g f
hc : ∀ (T : Tensor4 d), IsElastic T → ∀ (e f : Matrix (Fin d) (Fin d) ℝ), contract T e f = contract T f e
U : Fin d → Fin d → Matrix (Fin d) (Fin d) ℝ := fun i j => of fun x y => if (x, y) = (i, j) then 1 else 0
hU : ∀ (T : Tensor4 d) (i j l m : Fin d), contract T (U i j) (U l m) = T i j l m
i j x y : Fin d
⊢ ((if y = j ∧ x = i then 1 else 0) + if y = i ∧ x = j then 1 else 0) =
    (if x = i ∧ y = j then 1 else 0) + if x = j ∧ y = i then 1 else 0
Main.lean:66:42: error: Tactic `rewrite` failed: Did not find an occurrence of the pattern
  contract C (U l m + U m l) (U i j + U j i)
in the target expression
  contract C (U i j + U j i) (U i j) + contract C (U i j + U j i) (U j i) + contract C (U i j + U j i) (U l m + U m l) +
      contract C (U l m + U m l) (U i j + U j i + (U l m + U m l)) =
    contract D (U i j + U j i) (U i j) + contract D (U i j + U j i) (U j i) +
        contract D (U i j + U j i) (U l m + U m l) +
      contract D (U l m + U m l) (U i j + U j i + (U l m + U m l))

d : ℕ
C D : Tensor4 d
hC : IsElastic C
hD : IsElastic D
h : ∀ (e : Matrix (Fin d) (Fin d) ℝ), e.IsSymm → contract C e e = contract D e e
hl : ∀ (T : Tensor4 d) (e f g : Matrix (Fin d) (Fin d) ℝ), contract T (e + f) g = contract T e g + contract T f g
hr : ∀ (T : Tensor4 d) (e f g : Matrix (Fin d) (Fin d) ℝ), contract T g (e + f) = contract T g e + contract T g f
hc : ∀ (T : Tensor4 d), IsElastic T → ∀ (e f : Matrix (Fin d) (Fin d) ℝ), contract T e f = contract T f e
U : Fin d → Fin d → Matrix (Fin d) (Fin d) ℝ := fun i j => of fun x y => if (x, y) = (i, j) then 1 else 0
hU : ∀ (T : Tensor4 d) (i j l m : Fin d), contract T (U i j) (U l m) = T i j l m
hS : ∀ (i j : Fin d), (U i j + U j i).IsSymm
h4 : ∀ (T : Tensor4 d), IsElastic T → ∀ (i j l m : Fin d), contract T (U i j + U j i) (U l m + U m l) = 4 * T i j l m
i j l m : Fin d
e1 :
  contract C (U i j + U j i) (U i j) + contract C (U i j + U j i) (U j i) + contract C (U i j + U j i) (U l m + U m l) +
      contract C (U l m + U m l) (U i j + U j i + (U l m + U m l)) =
    contract D (U i j + U j i) (U i j) + contract D (U i j + U j i) (U j i) +
        contract D (U i j + U j i) (U l m + U m l) +
      contract D (U l m + U m l) (U i j + U j i + (U l m + U m l))
e2 : contract C (U i j + U j i) (U i j + U j i) = contract D (U i j + U j i) (U i j + U j i)
e3 : contract C (U l m + U m l) (U l m + U m l) = contract D (U l m + U m l) (U l m + U m l)
⊢ C i j l m = D i j l m
```

What went wrong. The first error comes from rewriting the condition of an `if` with `and_comm`. Each `if` carries a `Decidable` instance for its own condition, and `rw` changes the condition without changing the instance, so the motive is ill-typed. The repair keeps `add_comm`, which lines up the two terms on each side, and matches them with `if_congr`, which allows the two sides to have different instances.

The second error comes from `hr C` being used without arguments. Write A for `U i j + U j i` and B for `U l m + U m l`. The first `hr C` splits `contract C A (A + B)` as intended, but the second finds `contract C A A` and splits that, because A is itself a sum. The term `contract C B (A + B)` is never expanded, so `hc` finds no `contract C B A` to rewrite. The new lemma `hp` proves the expansion for arbitrary `e` and `f`, with the arguments of `hl` and `hr` given explicitly, and is then applied to A and B as wholes. Moving the comment is mere tidying.

The repair, with which the file compiles:

```diff
@@ -50,5 +50,6 @@
     ext x y
     simp only [U, Matrix.transpose_apply, Matrix.add_apply, Matrix.of_apply, Prod.mk.injEq]
-    rw [add_comm, and_comm (a := y = j), and_comm (a := y = i)]
+    rw [add_comm]
+    exact congrArg₂ (· + ·) (if_congr and_comm rfl rfl) (if_congr and_comm rfl rfl)
   have h4 : ∀ T : Tensor4 d, IsElastic T → ∀ i j l m,
       contract T (U i j + U j i) (U l m + U m l) = 4 * T i j l m := by
@@ -59,11 +60,16 @@
     have h3 : T i j m l = T i j l m := by rw [hT.2 i j m l, hT.1 m l i j, hT.2 l m i j]
     linarith
+  -- polarization
+  have hp : ∀ T : Tensor4 d, IsElastic T → ∀ e f, contract T (e + f) (e + f) =
+      contract T e e + 2 * contract T e f + contract T f f := by
+    intro T hT e f
+    rw [hl T e f (e + f), hr T e f e, hr T e f f, hc T hT f e]
+    ring
   funext i j l m
-  -- polarization
   have e1 := h _ ((hS i j).add (hS l m))
   have e2 := h _ (hS i j)
   have e3 := h _ (hS l m)
-  rw [hl C, hr C, hr C, hl D, hr D, hr D, hc C hC (U l m + U m l) (U i j + U j i),
-    hc D hD (U l m + U m l) (U i j + U j i), h4 C hC i j l m, h4 D hD i j l m] at e1
+  rw [hp C hC (U i j + U j i) (U l m + U m l), hp D hD (U i j + U j i) (U l m + U m l),
+    h4 C hC i j l m, h4 D hD i j l m] at e1
   linarith
 
```
